# A j-dependent potential on an l shell is a weighted mean plus a spin-orbit term

A fully relativistic ($j$-dependent) semilocal pseudopotential supplies two potentials for each $l>0$: $V_+$ for $j=l+\tfrac12$ and $V_-$ for $j=l-\tfrac12$. A calculation without spin-orbit coupling uses a single one for each $l$. If the plain mean $(V_++V_-)/2$ is used, a scalar shift $(V_+-V_-)/(2(2l+1))$ is left in the remainder, where it passes for spin-orbit coupling. For a p shell this is one sixth of the splitting. The split derived here puts the whole scalar part into the mean, for one shell of fixed $l$ and with $V_\pm$ treated as numbers, for instance the values of local channel potentials at one radius.

## The split and the channel algebra by hand

Set $\hbar=1$ and number the components $0,1,2$. The orbital operators obey $[L_a,L_b]=i\sum_c\epsilon_{abc}L_c$ and $\sum_a L_a^2=l(l+1)$. The Pauli operators obey $s_as_b=\delta_{ab}+i\sum_c\epsilon_{abc}s_c$ and commute with every $L_b$. Let $X=\sum_a L_as_a$, and define

$$P_+=\frac{l+1+X}{2l+1},\qquad P_-=\frac{l-X}{2l+1},\qquad V=V_+P_++V_-P_-.$$

Collecting the scalar terms and the terms in $X$ gives

$$V=\bar V+\lambda X,\qquad \bar V=\frac{(l+1)V_++lV_-}{2l+1},\qquad \lambda=\frac{V_+-V_-}{2l+1}.$$

With $V_+=V_-=1$ this reads $P_++P_-=1$.

To multiply such operators we need $X^2$. Orbital and spin factors commute, so

$$X^2=\sum_{a,b}L_aL_b\,s_as_b=\sum_aL_a^2+i\sum_{a,b,c}\epsilon_{abc}L_aL_bs_c.$$

The commutation relations give $\sum_{a,b}\epsilon_{abc}L_aL_b=iL_c$, hence $X^2=l(l+1)-X$, or $(X-l)(X+l+1)=0$. The values $l$ and $-(l+1)$ belong to $j=l+\tfrac12$ and $j=l-\tfrac12$. For scalars $a,b,c,d$,

$$(a+bX)(c+dX)=ac+bd\,l(l+1)+(ad+bc-bd)X.$$

Now multiply $V$ by a second potential $W=W_+P_++W_-P_-$. Over the denominator $(2l+1)^2$, the scalar part has these coefficients:

- $V_+W_+$: $(l+1)^2+l(l+1)=(l+1)(2l+1)$
- $V_-W_-$: $l^2+l(l+1)=l(2l+1)$
- each cross term: $l(l+1)-l(l+1)=0$

In the coefficient of $X$, $V_+W_+$ carries $2(l+1)-1=2l+1$, $V_-W_-$ carries $-2l-1$, and the cross terms again cancel. Therefore

$$VW=V_+W_+P_++V_-W_-P_-.$$

Choosing the values $(1,0)$ and $(0,1)$ yields $P_\pm^2=P_\pm$ and $P_+P_-=P_-P_+=0$.

The spin average of an operator $T$ is $\tfrac14(T+\sum_cs_cTs_c)$. It leaves scalars unchanged, since $s_c^2=1$. Since $s_cs_as_c$ equals $s_a$ for $c=a$ and $-s_a$ otherwise, $\sum_cs_cXs_c=-X$, and $X$ averages to zero. So $V$ averages to $\bar V$. By the product rule, $V^2$ averages to $\bar V^2+l(l+1)\lambda^2$. For real $V_\pm$ the second term is the variance of the two channel values with weights $(l+1)/(2l+1)$ and $l/(2l+1)$.

The smallest case is the s shell, $l=0$. For Hermitian matrices $\sum_aL_a^2=0$ forces every $L_a=0$, so $X=0$, $P_+=1$, $P_-=0$ and $V=V_+$. The value of $V_-$ then has no effect.

## The shell as a set of algebraic relations

The operators live in an arbitrary ring `A` that is an algebra over the complex numbers.

In Lean 4 with Mathlib:

```lean
import Mathlib

open Matrix
open scoped Kronecker

namespace SpinOrbitAveragedPotential

noncomputable section

variable {A : Type*} [Ring A] [Algebra ℂ A]
```

`SpinOrbitShell l L s` collects the physical assumptions. Each commutator is written as a reordering rule, and the Pauli products are listed one by one. The Casimir value $l(l+1)$ is assumed, not derived from a representation.

```lean
/-- A shell of orbital quantum number `l`: an angular momentum `L` with `L² = l(l+1)`,
and Pauli elements `s` that commute with `L`. -/
structure SpinOrbitShell (l : ℕ) (L s : Fin 3 → A) : Prop where
  comm01 : L 0 * L 1 = L 1 * L 0 + Complex.I • L 2
  comm12 : L 1 * L 2 = L 2 * L 1 + Complex.I • L 0
  comm20 : L 2 * L 0 = L 0 * L 2 + Complex.I • L 1
  casimir : L 0 * L 0 + L 1 * L 1 + L 2 * L 2 = ((l : ℂ) * ((l : ℂ) + 1)) • (1 : A)
  pauli_sq : ∀ a, s a * s a = 1
  pauli01 : s 0 * s 1 = Complex.I • s 2
  pauli12 : s 1 * s 2 = Complex.I • s 0
  pauli20 : s 2 * s 0 = Complex.I • s 1
  pauli10 : s 1 * s 0 = (-Complex.I) • s 2
  pauli21 : s 2 * s 1 = (-Complex.I) • s 0
  pauli02 : s 0 * s 2 = (-Complex.I) • s 1
  spin_orbital : ∀ a b, s a * L b = L b * s a
```

The shell could also have been modelled by explicit matrices of size $2(2l+1)$. That would add Hermiticity, traces and the channel dimensions $2l+2$ and $2l$, none of which is available here, but it would tie the results to one representation.

The next definitions transcribe $X$, $P_+$, $P_-$, $V$, $\bar V$ and $\lambda$. Because `s` holds Pauli operators and not spins $S_a=s_a/2$, `spinOrbit` is $2\,\mathbf L\cdot\mathbf S$; the coefficient of $\mathbf L\cdot\mathbf S$ is thus $2\lambda$.

```lean
/-- The spin-orbit operator `X = L·s`. -/
def spinOrbit (L s : Fin 3 → A) : A := L 0 * s 0 + L 1 * s 1 + L 2 * s 2

/-- The channel operator `P+ = (l + 1 + X)/(2l + 1)`. -/
def projUp (l : ℕ) (L s : Fin 3 → A) : A :=
  (2 * (l : ℂ) + 1)⁻¹ • (((l : ℂ) + 1) • (1 : A) + spinOrbit L s)

/-- The channel operator `P- = (l - X)/(2l + 1)`. -/
def projDown (l : ℕ) (L s : Fin 3 → A) : A :=
  (2 * (l : ℂ) + 1)⁻¹ • ((l : ℂ) • (1 : A) - spinOrbit L s)

/-- The channel-dependent potential `V+ P+ + V- P-`. -/
def channelPotential (l : ℕ) (L s : Fin 3 → A) (Vp Vm : ℂ) : A :=
  Vp • projUp l L s + Vm • projDown l L s

/-- The weighted mean `((l + 1) V+ + l V-)/(2l + 1)` of the two channel potentials. -/
def averaged (l : ℕ) (Vp Vm : ℂ) : ℂ :=
  (((l : ℂ) + 1) * Vp + (l : ℂ) * Vm) / (2 * (l : ℂ) + 1)

/-- The spin-orbit strength `(V+ - V-)/(2l + 1)`. -/
def strength (l : ℕ) (Vp Vm : ℂ) : ℂ := (Vp - Vm) / (2 * (l : ℂ) + 1)

/-- The average of an operator over conjugation by the identity and the three Pauli elements. -/
def spinAverage (s : Fin 3 → A) (T : A) : A :=
  (1 / 4 : ℂ) • (T + s 0 * T * s 0 + s 1 * T * s 1 + s 2 * T * s 2)
```

## From the linear split to the channel law

The split itself needs no shell hypothesis: it only regroups coefficients, which `module` does.

```lean
/-- The channel-dependent potential is the averaged potential plus the spin-orbit strength
times `L·s`. -/
theorem channelPotential_eq (l : ℕ) (L s : Fin 3 → A) (Vp Vm : ℂ) :
    channelPotential l L s Vp Vm
      = averaged l Vp Vm • (1 : A) + strength l Vp Vm • spinOrbit L s := by
  unfold channelPotential projUp projDown averaged strength
  module
```

The product rule is where the physics enters. In its proof `key` separates orbital from spin factors, and `hX` is the relation $X^2=l(l+1)-X$, obtained by expanding all nine products and applying the relations of the shell.

```lean
/-- Product rule for two operators of the form scalar plus scalar times `L·s` on a shell. -/
theorem linear_mul {l : ℕ} {L s : Fin 3 → A} (h : SpinOrbitShell l L s) (a b c d : ℂ) :
    (a • (1 : A) + b • spinOrbit L s) * (c • (1 : A) + d • spinOrbit L s)
      = (a * c + b * d * ((l : ℂ) * ((l : ℂ) + 1))) • (1 : A)
        + (a * d + b * c - b * d) • spinOrbit L s := by
  -- orbital and spin factors separate
  have key : ∀ i j, (L i * s i) * (L j * s j) = (L i * L j) * (s i * s j) := by
    intro i j
    rw [mul_assoc (L i), ← mul_assoc (s i), h.spin_orbital i j]
    simp only [mul_assoc]
  -- the quadratic relation of the spin-orbit operator
  have hX : spinOrbit L s * spinOrbit L s
      = ((l : ℂ) * ((l : ℂ) + 1)) • (1 : A) - spinOrbit L s := by
    rw [← h.casimir]
    unfold spinOrbit
    simp only [mul_add, add_mul, key, h.pauli_sq, h.pauli01, h.pauli12, h.pauli20,
      h.pauli10, h.pauli21, h.pauli02, h.comm01, h.comm12, h.comm20, mul_one,
      mul_smul_comm, smul_mul_assoc, smul_add, smul_smul, Complex.I_mul_I]
    module
  simp only [add_mul, mul_add, smul_mul_assoc, mul_smul_comm, one_mul, mul_one, hX]
  module
```

The channel law follows by comparing coefficients. `e1` is the scalar part and `e2` the part in $X$; both use $2l+1\neq0$, recorded in `hn`.

```lean
/-- Channel-dependent potentials on a shell multiply channel by channel. -/
theorem channelPotential_mul {l : ℕ} {L s : Fin 3 → A} (h : SpinOrbitShell l L s)
    (Vp Vm Wp Wm : ℂ) :
    channelPotential l L s Vp Vm * channelPotential l L s Wp Wm
      = channelPotential l L s (Vp * Wp) (Vm * Wm) := by
  have hn : (2 * (l : ℂ) + 1) ≠ 0 := by
    exact_mod_cast (by omega : 2 * l + 1 ≠ 0)
  have e1 : averaged l Vp Vm * averaged l Wp Wm
      + strength l Vp Vm * strength l Wp Wm * ((l : ℂ) * ((l : ℂ) + 1))
      = averaged l (Vp * Wp) (Vm * Wm) := by
    have hu := mul_inv_cancel₀ hn
    simp only [averaged, strength, div_eq_mul_inv]
    generalize (2 * (l : ℂ) + 1)⁻¹ = u at hu ⊢
    linear_combination (u * (((l : ℂ) + 1) * (Vp * Wp) + (l : ℂ) * (Vm * Wm))) * hu
  have e2 : averaged l Vp Vm * strength l Wp Wm + strength l Vp Vm * averaged l Wp Wm
      - strength l Vp Vm * strength l Wp Wm = strength l (Vp * Wp) (Vm * Wm) := by
    have hu := mul_inv_cancel₀ hn
    simp only [averaged, strength, div_eq_mul_inv]
    generalize (2 * (l : ℂ) + 1)⁻¹ = u at hu ⊢
    linear_combination (u * (Vp * Wp - Vm * Wm)) * hu
  simp only [channelPotential_eq]
  rw [linear_mul h, e1, e2]
```

The next theorem says that $\bar V+\lambda X$ acts as $V_+$ on the upper channel and as $V_-$ on the lower one. Its proof writes $P_+$ and $P_-$ as channel potentials with values $(1,0)$ and $(0,1)$, the same choice that gave the projector relations above.

```lean
/-- The averaged potential plus the spin-orbit term acts as the number `V+` on the channel `P+`
and as the number `V-` on the channel `P-`. -/
theorem averaged_add_spinOrbit_channels {l : ℕ} {L s : Fin 3 → A}
    (h : SpinOrbitShell l L s) (Vp Vm : ℂ) :
    (averaged l Vp Vm • (1 : A) + strength l Vp Vm • spinOrbit L s) * projUp l L s
        = Vp • projUp l L s ∧
    (averaged l Vp Vm • (1 : A) + strength l Vp Vm • spinOrbit L s) * projDown l L s
        = Vm • projDown l L s := by
  rw [← channelPotential_eq]
  -- each channel operator is itself a channel potential, with values 1 and 0
  have hu : channelPotential l L s 1 0 = projUp l L s := by simp [channelPotential]
  have hd : channelPotential l L s 0 1 = projDown l L s := by simp [channelPotential]
  constructor
  · rw [← hu, channelPotential_mul h]
    simp [channelPotential]
  · rw [← hd, channelPotential_mul h]
    simp [channelPotential]
```

## What the spin average keeps and what it loses

Here `key` moves the Pauli conjugation past the orbital factor, after which the Pauli relations supply the signs that cancel $X$.

```lean
/-- Averaging over the spin removes the `L·s` term and keeps the scalar term. -/
theorem spinAverage_linear {l : ℕ} {L s : Fin 3 → A} (h : SpinOrbitShell l L s) (a b : ℂ) :
    spinAverage s (a • (1 : A) + b • spinOrbit L s) = a • (1 : A) := by
  have key : ∀ c i, s c * (L i * s i) * s c = L i * (s c * s i * s c) := by
    intro c i
    rw [← mul_assoc (s c), h.spin_orbital c i]
    simp only [mul_assoc]
  -- conjugation by a Pauli element flips the two other spin components
  unfold spinAverage spinOrbit
  simp only [mul_add, add_mul, mul_smul_comm, smul_mul_assoc, key, mul_one, one_mul,
    h.pauli_sq, h.pauli01, h.pauli12, h.pauli20, h.pauli10, h.pauli21, h.pauli02,
    smul_smul, neg_mul, mul_neg, neg_neg, Complex.I_mul_I]
  module
```

The averages of $V$ and $V^2$ then follow from the split and the product rule.

```lean
/-- The spin average of the channel-dependent potential is the weighted mean
`((l + 1) V+ + l V-)/(2l + 1)`. -/
theorem spinAverage_channelPotential {l : ℕ} {L s : Fin 3 → A}
    (h : SpinOrbitShell l L s) (Vp Vm : ℂ) :
    spinAverage s (channelPotential l L s Vp Vm) = averaged l Vp Vm • (1 : A) := by
  rw [channelPotential_eq, spinAverage_linear h]

/-- The spin average of the squared potential is the square of the averaged potential plus
`l(l + 1)` times the square of the spin-orbit strength. -/
theorem spinAverage_channelPotential_sq {l : ℕ} {L s : Fin 3 → A}
    (h : SpinOrbitShell l L s) (Vp Vm : ℂ) :
    spinAverage s (channelPotential l L s Vp Vm * channelPotential l L s Vp Vm)
      = (averaged l Vp Vm ^ 2 + (l : ℂ) * ((l : ℂ) + 1) * strength l Vp Vm ^ 2) • (1 : A) := by
  rw [channelPotential_eq, linear_mul h, spinAverage_linear h]
  congr 1
  ring
```

## The p shell as an explicit example

For $l=1$ the relations are realised by the Cartesian matrices $(L_a)_{bc}=-i\epsilon_{abc}$ and the usual Pauli matrices.

```lean
/-- The orbital angular momentum matrices of a p shell in the Cartesian basis. -/
def pShell : Fin 3 → Matrix (Fin 3) (Fin 3) ℂ
  | 0 => !![0, 0, 0; 0, 0, -Complex.I; 0, Complex.I, 0]
  | 1 => !![0, 0, Complex.I; 0, 0, 0; -Complex.I, 0, 0]
  | 2 => !![0, -Complex.I, 0; Complex.I, 0, 0; 0, 0, 0]

/-- The three Pauli matrices. -/
def pauli : Fin 3 → Matrix (Fin 2) (Fin 2) ℂ
  | 0 => !![0, 1; 1, 0]
  | 1 => !![0, -Complex.I; Complex.I, 0]
  | 2 => !![1, 0; 0, -1]
```

The Kronecker product places them on separate factors of a six-dimensional space, so they commute. The proof checks the relations of each factor entry by entry and then carries them over to the product.

```lean
/-- The p-shell matrices and the Pauli matrices, acting on the two factors of a Kronecker
product, form a shell with `l = 1`. -/
theorem spinOrbitShell_witness :
    SpinOrbitShell 1 (fun a => pShell a ⊗ₖ (1 : Matrix (Fin 2) (Fin 2) ℂ))
      (fun a => (1 : Matrix (Fin 3) (Fin 3) ℂ) ⊗ₖ pauli a) := by
  have c01 : pShell 0 * pShell 1 = pShell 1 * pShell 0 + Complex.I • pShell 2 := by
    ext i j; fin_cases i <;> fin_cases j <;>
      simp [pShell, Matrix.mul_apply, Fin.sum_univ_succ]
  have c12 : pShell 1 * pShell 2 = pShell 2 * pShell 1 + Complex.I • pShell 0 := by
    ext i j; fin_cases i <;> fin_cases j <;>
      simp [pShell, Matrix.mul_apply, Fin.sum_univ_succ]
  have c20 : pShell 2 * pShell 0 = pShell 0 * pShell 2 + Complex.I • pShell 1 := by
    ext i j; fin_cases i <;> fin_cases j <;>
      simp [pShell, Matrix.mul_apply, Fin.sum_univ_succ]
  have cas : pShell 0 * pShell 0 + pShell 1 * pShell 1 + pShell 2 * pShell 2
      = (((1 : ℕ) : ℂ) * (((1 : ℕ) : ℂ) + 1)) • (1 : Matrix (Fin 3) (Fin 3) ℂ) := by
    ext i j; fin_cases i <;> fin_cases j <;>
      simp [pShell]
  have sq : ∀ a, pauli a * pauli a = 1 := by
    intro a; ext i j; fin_cases a <;> fin_cases i <;> fin_cases j <;>
      simp [pauli, Matrix.mul_apply, Fin.sum_univ_succ]
  have pp : pauli 0 * pauli 1 = Complex.I • pauli 2 ∧ pauli 1 * pauli 2 = Complex.I • pauli 0 ∧
      pauli 2 * pauli 0 = Complex.I • pauli 1 ∧ pauli 1 * pauli 0 = (-Complex.I) • pauli 2 ∧
      pauli 2 * pauli 1 = (-Complex.I) • pauli 0 ∧
      pauli 0 * pauli 2 = (-Complex.I) • pauli 1 := by
    refine ⟨?_, ?_, ?_, ?_, ?_, ?_⟩ <;> ext i j <;> fin_cases i <;> fin_cases j <;>
      simp [pauli, Matrix.mul_apply, Fin.sum_univ_succ]
  obtain ⟨p01, p12, p20, p10, p21, p02⟩ := pp
  -- the relations of each factor carry over to the Kronecker product
  constructor
  · simp only [← Matrix.mul_kronecker_mul, c01, mul_one, Matrix.add_kronecker,
      Matrix.smul_kronecker]
  · simp only [← Matrix.mul_kronecker_mul, c12, mul_one, Matrix.add_kronecker,
      Matrix.smul_kronecker]
  · simp only [← Matrix.mul_kronecker_mul, c20, mul_one, Matrix.add_kronecker,
      Matrix.smul_kronecker]
  · simp only [← Matrix.mul_kronecker_mul, mul_one, ← Matrix.add_kronecker]
    rw [cas, Matrix.smul_kronecker, Matrix.one_kronecker_one]
  · intro a
    simp only [← Matrix.mul_kronecker_mul, sq, mul_one, Matrix.one_kronecker_one]
  · simp only [← Matrix.mul_kronecker_mul, p01, mul_one, Matrix.kronecker_smul]
  · simp only [← Matrix.mul_kronecker_mul, p12, mul_one, Matrix.kronecker_smul]
  · simp only [← Matrix.mul_kronecker_mul, p20, mul_one, Matrix.kronecker_smul]
  · simp only [← Matrix.mul_kronecker_mul, p10, mul_one, Matrix.kronecker_smul]
  · simp only [← Matrix.mul_kronecker_mul, p21, mul_one, Matrix.kronecker_smul]
  · simp only [← Matrix.mul_kronecker_mul, p02, mul_one, Matrix.kronecker_smul]
  · intro a b
    simp only [← Matrix.mul_kronecker_mul, one_mul, mul_one]

end

end SpinOrbitAveragedPotential
```

```lean
#print axioms SpinOrbitAveragedPotential.averaged_add_spinOrbit_channels
-- 'SpinOrbitAveragedPotential.averaged_add_spinOrbit_channels' depends on axioms: [propext, Classical.choice, Quot.sound]
#print axioms SpinOrbitAveragedPotential.spinAverage_channelPotential
-- 'SpinOrbitAveragedPotential.spinAverage_channelPotential' depends on axioms: [propext, Classical.choice, Quot.sound]
#print axioms SpinOrbitAveragedPotential.spinAverage_channelPotential_sq
-- 'SpinOrbitAveragedPotential.spinAverage_channelPotential_sq' depends on axioms: [propext, Classical.choice, Quot.sound]
```
